# Pole expansion of $v\chi v$ and its sign on the imaginary axis

## Physical setting

A formal statement about the density response has to decide what the response function is. It can be defined as a sum over states, and then the pole expansion is nearly the definition, or through the resolvents of the Hamiltonian, and then the expansion has to be proved. The second course is taken here: the response is written with genuine matrix inverses and the reference state, and the other eigenstates enter only through a hypothesis on the Hamiltonian.

The many-body space is finite-dimensional and real, with basis index set $S$. The Hamiltonian $H$ is a real $S\times S$ matrix. A real matrix $U$ has orthonormal eigenvectors $|s\rangle$ as columns, with energies $E_s$:
$$U^TU=1,\qquad HU=U\,\mathrm{diag}(E).$$
One column $g$ is the reference state, and $\Omega_s=E_s-E_g$. A second finite set $A$ labels densities (sites or basis functions). For each $a\in A$, $n_a$ is a real symmetric $S\times S$ matrix, and the bare interaction $v$ is a real symmetric $A\times A$ matrix. For a complex frequency $z$,
$$\chi_{ab}(z)=\langle g,\,n_a(z-H+E_g)^{-1}n_b\,g\rangle-\langle g,\,n_b(z+H-E_g)^{-1}n_a\,g\rangle .$$
The transition density $\rho_s$ is the real vector with components $\rho_s(a)=\langle s,n_a g\rangle$, and $V_s=v\rho_s$.

The screened interaction of many-body perturbation theory is $W=v+v\chi v$ with $\chi$ the reducible density response; GW calculations usually build this $\chi$ from an approximate (random-phase) polarizability instead of the exact response. For a finite real model with the exact $\chi$ of $H$, the result gives the poles and residues of $W-v$ and, when the reference state is a ground state, its sign on the imaginary axis.

## Statement

1. For any eigenstate $g$ and $\operatorname{Im}z\neq0$,
$$\chi(z)=\sum_{s\neq g}\frac{2\Omega_s}{z^2-\Omega_s^2}\,\rho_s\rho_s^T,\qquad v\chi(z)v=\sum_{s\neq g}\frac{2\Omega_s}{z^2-\Omega_s^2}\,V_sV_s^T .$$
2. For any eigenstate $g$, real $\nu\neq0$ and complex vector $x$ on $A$, with $V_s\cdot x=\sum_a V_s(a)x_a$,
$$x^\dagger\,v\chi(i\nu)v\,x=-\sum_{s\neq g}\frac{2\Omega_s}{\nu^2+\Omega_s^2}\,|V_s\cdot x|^2 .$$
If $E_g\le E_s$ for all $s$, then $-v\chi(i\nu)v$ is Hermitian and positive semidefinite.
3. If $E_g<E_s$ for all $s\neq g$, the form in 2 vanishes exactly when $V_s\cdot x=0$ for every $s\neq g$.

## Derivation

Since $U$ is square, $U^TU=1$ gives $UU^T=1$. The eigenvalue equation gives
$$(z-H+E_g)U=U\,\mathrm{diag}(z-\Omega_s),\qquad (z+H-E_g)U=U\,\mathrm{diag}(z+\Omega_s).$$
Each $z\mp\Omega_s$ has imaginary part $\operatorname{Im}z\neq0$ and is therefore nonzero. If a matrix $M$ obeys $MU=U\,\mathrm{diag}(d_s)$ with all $d_s\neq0$, then $M\,U\,\mathrm{diag}(1/d_s)U^T=UU^T=1$, so $M^{-1}=U\,\mathrm{diag}(1/d_s)U^T$. Inserting this for the first resolvent,
$$\langle g,n_a(z-H+E_g)^{-1}n_bg\rangle=\sum_s\frac{\langle g,n_as\rangle\langle s,n_bg\rangle}{z-\Omega_s}=\sum_s\frac{\rho_s(a)\rho_s(b)}{z-\Omega_s},$$
where $\langle g,n_as\rangle=\langle s,n_a^Tg\rangle=\rho_s(a)$ by the symmetry of $n_a$. The second term is $\sum_s\rho_s(b)\rho_s(a)/(z+\Omega_s)$ in the same way. The numerators agree, and
$$\frac1{z-\Omega_s}-\frac1{z+\Omega_s}=\frac{2\Omega_s}{z^2-\Omega_s^2}.$$
At $s=g$ the two contributions $\rho_g(a)\rho_g(b)/z$ cancel, so that term is removed from the sum; the mean densities need not be subtracted from $n_a$. Multiplying by $v$ on both sides, $v\rho_s\rho_s^Tv=(v\rho_s)(v^T\rho_s)^T=V_sV_s^T$ because $v^T=v$. This is claim 1.

At $z=i\nu$ one has $z^2-\Omega_s^2=-(\nu^2+\Omega_s^2)$, so each weight is the real number $-2\Omega_s/(\nu^2+\Omega_s^2)$ and $v\chi(i\nu)v$ is real symmetric, hence Hermitian. Because $V_s$ is real, $x^\dagger V_s=\overline{V_s\cdot x}$, and $x^\dagger V_sV_s^Tx=|V_s\cdot x|^2$. For a ground state all $\Omega_s\ge0$, so the form is minus a sum of nonnegative terms, which is claim 2. If all $\Omega_s$ with $s\neq g$ are strictly positive, so are the factors $2\Omega_s/(\nu^2+\Omega_s^2)$, and a sum of nonnegative terms vanishes only when each $|V_s\cdot x|^2$ does, which is claim 3.

### A two-level instance

Take $S=\{0,1\}$, $g=0$ and
$$H=\begin{pmatrix}16&-12\\-12&9\end{pmatrix},\qquad |0\rangle=\begin{pmatrix}3/5\\4/5\end{pmatrix},\qquad |1\rangle=\begin{pmatrix}-4/5\\3/5\end{pmatrix},$$
with $E_0=0$, $E_1=25$ and a single density $n=\mathrm{diag}(1,0)$. Then $\rho_1=(-\tfrac45)(\tfrac35)=-\tfrac{12}{25}$, and the pole formula gives
$$\chi(z)=\frac{50}{z^2-625}\cdot\frac{144}{625}=\frac{288/25}{z^2-625}.$$
The definition can be evaluated directly. Here $n|0\rangle=(\tfrac35,0)^T$, so only the $(0,0)$ entries of the resolvents enter. With $\det(z-H)=z(z-25)$ and $\det(z+H)=z(z+25)$,
$$\chi(z)=\frac9{25}\left[\frac{z-9}{z(z-25)}-\frac{z+9}{z(z+25)}\right]=\frac9{25}\cdot\frac{32z}{z(z^2-625)},$$
which is the same function; the pole at $z=0$ present in each term has cancelled. At $\nu=25$, $\chi=-144/15625=-0.009216$, and for a scalar interaction $v$ the screened part is $v^2$ times this number.

### The smallest case

With a single state, $S=\{g\}$, each $n_a$ is a number and $\chi_{ab}=n_an_b/z-n_bn_a/z=0$. The sums over $s\neq g$ are empty, and the form of claim 3 vanishes for every $x$, in agreement with a condition that is then empty.

## What the formal version assumes

The types `S` and `A` are the finite index sets. `IsEigenbasis H U E` is the pair of equations for $U$ and is assumed: the existence of such a basis for a real symmetric matrix is not derived, and symmetry of $H$ is no separate hypothesis, since the two equations give $H=U\,\mathrm{diag}(E)U^T$. The vector `state U s` is column $s$ of $U$ and is normalised. `Ω E g s` is $\Omega_s$, `rho U n g s` is $\rho_s$, and $V_s$ appears as `v *ᵥ rho U n g s`. The maps `cx` and `cv` regard real matrices and vectors as complex ones.

`chi` is defined for any real vector and any energy, and the theorems use it as `chi H (E g) (state U g) n z`. The same $z$ stands in both resolvents, so this is one function on the two half-planes; no limit towards the real axis is taken, and the time-ordered function, which shifts the two terms by opposite infinitesimals, is not treated. `screened` is $v\chi v$ only, without the bare $v$. The relation $W=v+v\chi v$ motivates that definition and is not derived, and neither the irreducible polarizability nor its random-phase approximation appears.

The hypotheses `hn` and `hv` are the symmetries of $n_a$ and $v$. The densities need not be diagonal or commute, and $v$ need not be positive. Reality is a restriction: for a complex Hermitian $H$ the two numerators are complex conjugates of each other and in general do not merge into one term.

`chi_lehmann`, `screened_lehmann`, `screened_imag` and `screened_imag_form` assume nothing about the order of the energies. `screened_imag_negSemidef` assumes `∀ s, E g ≤ E s`, so $g$ may be one member of a degenerate ground level, whose partners have weight zero. Nondegeneracy, `∀ s, s ≠ g → E g < E s`, enters only `screened_imag_form_eq_zero_iff`. `PosSemidef` for a complex matrix $M$ means that $M$ is Hermitian and $x^\dagger Mx$ is real and nonnegative for all complex $x$; `star x` supplies the conjugation.

A tempting error is to read "imaginary $z$" as including $\nu=0$, because the pole sum is finite there for a gapped system. At $z=0$ both matrices annihilate $|g\rangle$ and are singular, Mathlib assigns them the inverse zero, and `chi` is then zero, whereas the sum in the two-level instance equals $-288/15625$. The expansion would be false as stated, which is the reason for `ν ≠ 0`. For a nondegenerate ground state the static response is the limit $\nu\to0$ of the sum, and no theorem below concerns that limit.

## The file

In Lean 4 with Mathlib:

```lean
import Mathlib

open Matrix
open scoped ComplexOrder

namespace ScreenedInteractionLehmann

noncomputable section

variable {S A : Type*} [Fintype S] [DecidableEq S] [Fintype A]

/-- A real matrix regarded as a complex matrix. -/
def cx {m n : Type*} (M : Matrix m n ℝ) : Matrix m n ℂ := M.map Complex.ofReal

/-- A real vector regarded as a complex vector. -/
def cv {m : Type*} (x : m → ℝ) : m → ℂ := fun i => (x i : ℂ)

/-- The columns of `U` are orthonormal eigenvectors of `H` with energies `E`. -/
def IsEigenbasis (H U : Matrix S S ℝ) (E : S → ℝ) : Prop :=
  Uᵀ * U = 1 ∧ H * U = U * diagonal E

/-- The state `|s⟩`, column `s` of `U`. -/
def state (U : Matrix S S ℝ) (s : S) : S → ℝ := fun i => U i s

/-- The excitation energy `Ω_s = E_s - E_g`. -/
def Ω (E : S → ℝ) (g s : S) : ℝ := E s - E g

/-- The transition density `ρ_s(a) = ⟨s, n_a g⟩`. -/
def rho (U : Matrix S S ℝ) (n : A → Matrix S S ℝ) (g s : S) : A → ℝ :=
  fun a => state U s ⬝ᵥ n a *ᵥ state U g

/-- The density response
`χ_ab(z) = ⟨ψ, n_a (z - H + E₀)⁻¹ n_b ψ⟩ - ⟨ψ, n_b (z + H - E₀)⁻¹ n_a ψ⟩`. -/
def chi (H : Matrix S S ℝ) (E₀ : ℝ) (ψ : S → ℝ) (n : A → Matrix S S ℝ) (z : ℂ) :
    Matrix A A ℂ :=
  of fun a b =>
    cv ψ ⬝ᵥ (cx (n a) * (z • 1 - cx H + (E₀ : ℂ) • 1)⁻¹ * cx (n b)) *ᵥ cv ψ
      - cv ψ ⬝ᵥ (cx (n b) * (z • 1 + cx H - (E₀ : ℂ) • 1)⁻¹ * cx (n a)) *ᵥ cv ψ

/-- The correlation part of the screened interaction, `v χ(z) v`. -/
def screened (v : Matrix A A ℝ) (H : Matrix S S ℝ) (E₀ : ℝ) (ψ : S → ℝ)
    (n : A → Matrix S S ℝ) (z : ℂ) : Matrix A A ℂ :=
  cx v * chi H E₀ ψ n z * cx v

/-- The imaginary-frequency weight `2Ω / (ν² + Ω²)`. -/
def imagWeight (w ν : ℝ) : ℝ := 2 * w / (ν ^ 2 + w ^ 2)

/-- Passing to complex entries respects matrix products. -/
theorem cx_mul {m : Type*} [Fintype m] (M N : Matrix m m ℝ) : cx (M * N) = cx M * cx N := by
  ext i j
  simp [cx, Matrix.mul_apply]

/-- If `M W = W diag(d)` with `W Wᵀ = 1` and all `d_s ≠ 0`, then `M⁻¹ = W diag(1/d) Wᵀ`. -/
theorem inv_of_diagonalised {M W : Matrix S S ℂ} {d : S → ℂ} (hW : W * Wᵀ = 1)
    (hd : ∀ s, d s ≠ 0) (hM : M * W = W * diagonal d) :
    M⁻¹ = W * diagonal (fun s => (d s)⁻¹) * Wᵀ := by
  apply Matrix.inv_eq_right_inv
  have hD : diagonal d * diagonal (fun s => (d s)⁻¹) = (1 : Matrix S S ℂ) := by
    rw [diagonal_mul_diagonal, ← diagonal_one]
    congr 1
    ext s
    exact mul_inv_cancel₀ (hd s)
  rw [← Matrix.mul_assoc, ← Matrix.mul_assoc, hM, Matrix.mul_assoc W, hD, Matrix.mul_one, hW]

/-- For symmetric `P`, `⟨ψ, P U diag(f) Uᵀ Q ψ⟩ = ∑_s f_s ⟨s, P ψ⟩ ⟨s, Q ψ⟩`. -/
theorem element_spectral (U : Matrix S S ℝ) {P : Matrix S S ℝ} (hP : P.IsSymm)
    (Q : Matrix S S ℝ) (f : S → ℂ) (ψ : S → ℝ) :
    cv ψ ⬝ᵥ (cx P * (cx U * diagonal f * (cx U)ᵀ) * cx Q) *ᵥ cv ψ
      = ∑ s, f s * (state U s ⬝ᵥ P *ᵥ ψ : ℝ) * (state U s ⬝ᵥ Q *ᵥ ψ : ℝ) := by
  have hc : ∀ R : Matrix S S ℝ, (cx U)ᵀ *ᵥ (cx R *ᵥ cv ψ)
      = fun s => ((state U s ⬝ᵥ R *ᵥ ψ : ℝ) : ℂ) := by
    intro R
    ext s
    simp [mulVec, dotProduct, cx, cv, state]
  have hPc : (cx P)ᵀ = cx P := by
    show cx Pᵀ = _
    rw [hP.eq]
  simp only [← mulVec_mulVec]
  -- move P and U to the bra
  rw [dotProduct_mulVec (cv ψ), dotProduct_mulVec (cv ψ ᵥ* cx P), ← mulVec_transpose (cx P),
    ← mulVec_transpose (cx U), hPc, hc P, hc Q]
  simp only [dotProduct, mulVec_diagonal]
  exact Finset.sum_congr rfl fun s _ => by ring

variable {H U : Matrix S S ℝ} {E : S → ℝ} {n : A → Matrix S S ℝ} {v : Matrix A A ℝ}

omit [Fintype A] in
/-- Lehmann representation of the density response of the eigenstate `g`: for `Im z ≠ 0`,
`χ(z) = ∑_{s ≠ g} 2Ω_s/(z² - Ω_s²) ρ_s ρ_sᵀ`. -/
theorem chi_lehmann (h : IsEigenbasis H U E) (hn : ∀ a, (n a).IsSymm) (g : S) {z : ℂ}
    (hz : z.im ≠ 0) :
    chi H (E g) (state U g) n z = ∑ s ∈ Finset.univ.erase g,
      (2 * (Ω E g s : ℂ) / (z ^ 2 - (Ω E g s : ℂ) ^ 2)) •
        cx (vecMulVec (rho U n g s) (rho U n g s)) := by
  have hU : cx U * (cx U)ᵀ = 1 := by
    show cx U * cx Uᵀ = 1
    rw [← cx_mul, mul_eq_one_comm.mp h.1]
    simp [cx]
  have hH : cx H * cx U = cx U * diagonal (fun s => (E s : ℂ)) := by
    rw [← cx_mul, h.2, cx_mul]
    congr 1
    ext i j
    by_cases hij : i = j <;> simp [cx, hij]
  -- off the real axis neither resolvent has a pole
  have hm : ∀ s, z - (Ω E g s : ℂ) ≠ 0 := fun s h0 => hz (by simpa using congrArg Complex.im h0)
  have hp : ∀ s, z + (Ω E g s : ℂ) ≠ 0 := fun s h0 => hz (by simpa using congrArg Complex.im h0)
  have i1 := inv_of_diagonalised (M := z • 1 - cx H + (E g : ℂ) • 1) hU hm (by
    simp only [Matrix.add_mul, Matrix.sub_mul, Matrix.smul_mul, Matrix.one_mul, hH]
    ext i j
    simp [mul_diagonal, Ω]
    ring)
  have i2 := inv_of_diagonalised (M := z • 1 + cx H - (E g : ℂ) • 1) hU hp (by
    simp only [Matrix.add_mul, Matrix.sub_mul, Matrix.smul_mul, Matrix.one_mul, hH]
    ext i j
    simp [mul_diagonal, Ω]
    ring)
  -- the term s = g carries the weight Ω_g = 0
  rw [Finset.sum_erase]
  · ext a b
    simp only [chi, of_apply]
    rw [i1, i2, element_spectral U (hn a), element_spectral U (hn b), ← Finset.sum_sub_distrib,
      Matrix.sum_apply]
    refine Finset.sum_congr rfl fun s _ => ?_
    simp only [Matrix.smul_apply, cx, map_apply, vecMulVec_apply, smul_eq_mul,
      Complex.ofReal_mul, rho]
    have h1 := hm s
    have h2 := hp s
    have h3 : z ^ 2 - (Ω E g s : ℂ) ^ 2 = (z - Ω E g s) * (z + Ω E g s) := by ring
    rw [h3]
    field_simp
    ring
  · simp [Ω]

/-- Pole expansion of `v χ(z) v`: for symmetric `v` and `Im z ≠ 0`,
`v χ(z) v = ∑_{s ≠ g} 2Ω_s/(z² - Ω_s²) V_s V_sᵀ` with `V_s = v ρ_s`. -/
theorem screened_lehmann (h : IsEigenbasis H U E) (hn : ∀ a, (n a).IsSymm) (hv : v.IsSymm)
    (g : S) {z : ℂ} (hz : z.im ≠ 0) :
    screened v H (E g) (state U g) n z = ∑ s ∈ Finset.univ.erase g,
      (2 * (Ω E g s : ℂ) / (z ^ 2 - (Ω E g s : ℂ) ^ 2)) •
        cx (vecMulVec (v *ᵥ rho U n g s) (v *ᵥ rho U n g s)) := by
  rw [screened, chi_lehmann h hn g hz, Matrix.mul_sum, Matrix.sum_mul]
  refine Finset.sum_congr rfl fun s _ => ?_
  rw [Matrix.mul_smul, Matrix.smul_mul, ← cx_mul, ← cx_mul, mul_vecMulVec, vecMulVec_mul,
    ← mulVec_transpose, hv.eq]

/-- At `z = iν`, `ν ≠ 0`: `v χ v = ∑_{s ≠ g} (-2Ω_s/(ν² + Ω_s²)) V_s V_sᵀ`. -/
theorem screened_imag (h : IsEigenbasis H U E) (hn : ∀ a, (n a).IsSymm) (hv : v.IsSymm)
    (g : S) {ν : ℝ} (hν : ν ≠ 0) :
    screened v H (E g) (state U g) n (ν * Complex.I) = ∑ s ∈ Finset.univ.erase g,
      ((-imagWeight (Ω E g s) ν : ℝ) : ℂ) •
        cx (vecMulVec (v *ᵥ rho U n g s) (v *ᵥ rho U n g s)) := by
  rw [screened_lehmann h hn hv g (by simpa using hν)]
  refine Finset.sum_congr rfl fun s _ => ?_
  congr 1
  simp only [imagWeight]
  push_cast
  rw [mul_pow, Complex.I_sq, ← div_neg]
  congr 1
  ring

/-- At `z = iν`, `ν ≠ 0`: `x† (v χ v) x = -∑_{s ≠ g} 2Ω_s/(ν² + Ω_s²) |V_s · x|²`. -/
theorem screened_imag_form (h : IsEigenbasis H U E) (hn : ∀ a, (n a).IsSymm) (hv : v.IsSymm)
    (g : S) {ν : ℝ} (hν : ν ≠ 0) (x : A → ℂ) :
    star x ⬝ᵥ screened v H (E g) (state U g) n (ν * Complex.I) *ᵥ x
      = ((-∑ s ∈ Finset.univ.erase g, imagWeight (Ω E g s) ν *
          Complex.normSq (cv (v *ᵥ rho U n g s) ⬝ᵥ x) : ℝ) : ℂ) := by
  have h1 : ∀ V : A → ℝ, cx (vecMulVec V V) *ᵥ x = (cv V ⬝ᵥ x) • cv V := by
    intro V
    ext i
    simp only [cx, cv, mulVec, dotProduct, map_apply, vecMulVec_apply, Pi.smul_apply,
      smul_eq_mul, Finset.sum_mul, Complex.ofReal_mul]
    exact Finset.sum_congr rfl fun j _ => by ring
  have h2 : ∀ V : A → ℝ, star x ⬝ᵥ cv V = starRingEnd ℂ (cv V ⬝ᵥ x) := by
    intro V
    simp [dotProduct, cv, mul_comm]
  rw [screened_imag h hn hv g hν, Matrix.sum_mulVec, dotProduct_sum, ← Finset.sum_neg_distrib,
    Complex.ofReal_sum]
  refine Finset.sum_congr rfl fun s _ => ?_
  rw [Matrix.smul_mulVec, h1, dotProduct_smul, dotProduct_smul, h2, smul_eq_mul, smul_eq_mul,
    Complex.mul_conj]
  push_cast
  ring

/-- For a ground state `g`, `v χ(iν) v` with `ν ≠ 0` is Hermitian negative semidefinite. -/
theorem screened_imag_negSemidef (h : IsEigenbasis H U E) (hn : ∀ a, (n a).IsSymm)
    (hv : v.IsSymm) {g : S} (hg : ∀ s, E g ≤ E s) {ν : ℝ} (hν : ν ≠ 0) :
    (-screened v H (E g) (state U g) n (ν * Complex.I)).PosSemidef := by
  refine PosSemidef.of_dotProduct_mulVec_nonneg (IsHermitian.neg ?_) fun x => ?_
  · rw [screened_imag h hn hv g hν]
    refine IsHermitian.ext fun i j => ?_
    simp [Matrix.sum_apply, cx, vecMulVec_apply, mul_comm]
  · rw [neg_mulVec, dotProduct_neg, screened_imag_form h hn hv g hν, ← Complex.ofReal_neg,
      neg_neg]
    refine Complex.zero_le_real.2 (Finset.sum_nonneg fun s _ => ?_)
    have hΩ : 0 ≤ Ω E g s := sub_nonneg.2 (hg s)
    exact mul_nonneg (by unfold imagWeight; positivity) (Complex.normSq_nonneg _)

/-- For a nondegenerate ground state `g` and `ν ≠ 0`, `x† (v χ(iν) v) x = 0` exactly when
`V_s · x = 0` for every excited state `s`. -/
theorem screened_imag_form_eq_zero_iff (h : IsEigenbasis H U E) (hn : ∀ a, (n a).IsSymm)
    (hv : v.IsSymm) {g : S} (hg : ∀ s, s ≠ g → E g < E s) {ν : ℝ} (hν : ν ≠ 0) (x : A → ℂ) :
    star x ⬝ᵥ screened v H (E g) (state U g) n (ν * Complex.I) *ᵥ x = 0 ↔
      ∀ s, s ≠ g → cv (v *ᵥ rho U n g s) ⬝ᵥ x = 0 := by
  have hw : ∀ s, s ≠ g → 0 < imagWeight (Ω E g s) ν := fun s hs => by
    have hΩ : 0 < Ω E g s := sub_pos.2 (hg s hs)
    unfold imagWeight
    positivity
  rw [screened_imag_form h hn hv g hν, Complex.ofReal_eq_zero, neg_eq_zero]
  refine (Finset.sum_eq_zero_iff_of_nonneg fun s hs =>
    mul_nonneg (hw s (Finset.ne_of_mem_erase hs)).le (Complex.normSq_nonneg _)).trans ?_
  constructor
  · intro h0 s hs
    have h1 := h0 s (Finset.mem_erase.2 ⟨hs, Finset.mem_univ s⟩)
    exact Complex.normSq_eq_zero.1 ((mul_eq_zero.1 h1).resolve_left (hw s hs).ne')
  · intro h0 s hs
    simp [h0 s (Finset.ne_of_mem_erase hs)]

/-- A two-level model with energies `0` and `25` whose single density `diag(1, 0)` is symmetric
and has transition density `-12/25`. -/
theorem eigenbasis_witness :
    IsEigenbasis !![16, -12; -12, 9] !![3 / 5, -4 / 5; 4 / 5, 3 / 5] ![0, 25] ∧
    (!![1, 0; 0, 0] : Matrix (Fin 2) (Fin 2) ℝ).IsSymm ∧
    rho !![3 / 5, -4 / 5; 4 / 5, 3 / 5] (fun _ : Unit => !![1, 0; 0, 0]) 0 1 () = -12 / 25 := by
  refine ⟨⟨?_, ?_⟩, ?_, ?_⟩
  · ext i j
    fin_cases i <;> fin_cases j <;> simp [Matrix.mul_apply, Fin.sum_univ_succ] <;> norm_num
  · ext i j
    rw [mul_diagonal]
    fin_cases i <;> fin_cases j <;> simp [Matrix.mul_apply, Fin.sum_univ_succ] <;> norm_num
  · ext i j
    fin_cases i <;> fin_cases j <;> simp
  · simp [rho, state, mulVec, dotProduct, Fin.sum_univ_succ]
    norm_num

end

end ScreenedInteractionLehmann
```

```lean
#print axioms ScreenedInteractionLehmann.screened_lehmann
-- 'ScreenedInteractionLehmann.screened_lehmann' depends on axioms: [propext, Classical.choice, Quot.sound]
#print axioms ScreenedInteractionLehmann.screened_imag_negSemidef
-- 'ScreenedInteractionLehmann.screened_imag_negSemidef' depends on axioms: [propext, Classical.choice, Quot.sound]
#print axioms ScreenedInteractionLehmann.screened_imag_form_eq_zero_iff
-- 'ScreenedInteractionLehmann.screened_imag_form_eq_zero_iff' depends on axioms: [propext, Classical.choice, Quot.sound]
```

## Notes on the proof

`inv_of_diagonalised` is the inversion step. `Matrix.inv_eq_right_inv` reduces it to showing that $M$ times the candidate is the identity; `hD` is $\mathrm{diag}(d)\,\mathrm{diag}(1/d)=1$, and the last line rewrites with `hM`, `hD` and `hW` in the order used above.

`element_spectral` inserts the sum over states. It holds for arbitrary weights `f`, an arbitrary real $U$ and an arbitrary right operator `Q`; only the left operator `P` must be symmetric. `hc` identifies the components of $U^TR\psi$ with $\langle s,R\psi\rangle$ for a real matrix $R$ and vector $\psi$. The rewriting moves `P` and then `U` onto the bra as transposes, and `hPc` removes the transpose of `P`.

`chi_lehmann` assembles the first half of claim 1. `hU` obtains $UU^T=1$ from $U^TU=1$ by `mul_eq_one_comm`, and `hH` is the eigenvalue equation with complex entries, both through `cx_mul`. `hm` and `hp` show $z\mp\Omega_s\neq0$ by taking imaginary parts, and `i1`, `i2` are the two resolvents in spectral form. `Finset.sum_erase` replaces the sum over $s\neq g$ by the full sum, at the cost of the final goal that the term at $g$ is zero, which follows from $\Omega_g=0$. Entry by entry, `element_spectral` is applied with `hn a` to the first term and `hn b` to the second; `h3` factorises $z^2-\Omega_s^2$, and `field_simp` with `ring` combines the fractions.

`screened_lehmann` distributes the two factors of $v$ over the sum. `mul_vecMulVec` and `vecMulVec_mul` absorb them into the outer product, and `hv.eq` turns $v^T\rho_s$ into $v\rho_s$. `screened_imag` puts $z=i\nu$ and uses `Complex.I_sq` to identify each weight with minus `imagWeight (Ω E g s) ν`.

In `screened_imag_form`, `h1` is $VV^Tx=(V\cdot x)V$ and `h2` is $x^\dagger V=\overline{V\cdot x}$ for a real vector $V$; `Complex.mul_conj` turns their product into `Complex.normSq`, the squared modulus. `screened_imag_negSemidef` has two goals: Hermiticity, checked on entries from `screened_imag`, and the sign, from `Finset.sum_nonneg` with $\Omega_s\ge0$. `screened_imag_form_eq_zero_iff` proves strict positivity of the weights in `hw`, reduces the vanishing of the sum to that of each term by `Finset.sum_eq_zero_iff_of_nonneg`, and cancels the weight.

`eigenbasis_witness` verifies, entry by entry, that the two-level $H$, $U$ and energies satisfy `IsEigenbasis`, that $\mathrm{diag}(1,0)$ is symmetric, and that $\rho_1=-12/25$, so the theorems apply to a case with a nonzero transition density.
